# The spectral norm of a matrix resolvent has no local maximum away from the eigenvalues

Q: The size of a Green's matrix depends on the norm you choose. Which one did you choose, and does $H$ have to be Hermitian?

A: I use the operator norm on Euclidean space: $\|A\|$ is the largest length of $Au$ over vectors $u$ with $\|u\|\le 1$. For the Green's matrix $G(z)=(z-H)^{-1}$ at complex energy $z$, this is the strongest response to a source of at most unit strength. $H$ is any complex square matrix, Hermitian or not, with rows and columns labelled by a finite type `n`.

In Lean 4 with Mathlib:

```lean
import Mathlib

open Metric

namespace ResolventMaximumPrinciple

noncomputable section

variable {n : Type*} [Fintype n] [DecidableEq n]
```

The notation `Φ` turns a matrix into the operator it defines on Euclidean space, and `green H z` is the matrix inverse of $z\cdot 1-H$.

```lean
/-- A matrix regarded as an operator on Euclidean space. -/
local notation "Φ" => Matrix.toEuclideanCLM (𝕜 := ℂ) (n := n)

/-- The Green's matrix `G(z) = (z - H)⁻¹`. -/
def green (H : Matrix n n ℂ) (z : ℂ) : Matrix n n ℂ := (z • 1 - H)⁻¹
```

The norm is then taken of the operator, not of the array of entries.

```lean
/-- The operator norm of a matrix acting on Euclidean space. -/
def specNorm (A : Matrix n n ℂ) : ℝ := ‖Φ A‖
```

Q: And an eigenvalue is a root of the characteristic polynomial?

A: It is defined in the way you would use it, by a nonzero vector $v$ with $Hv=zv$.

```lean
/-- The number `z` is an eigenvalue of `H`: some nonzero `v` satisfies `H v = z v`. -/
def IsEigenvalue (H : Matrix n n ℂ) (z : ℂ) : Prop :=
  ∃ v : n → ℂ, v ≠ 0 ∧ H.mulVec v = z • v
```

Q: Before any more code, give me the argument in ordinary mathematics.

A: Take a centre $z_0$ and a radius $r>0$ such that the closed disc $|z-z_0|\le r$ contains no eigenvalue. The claim is that some $z$ on the circle has $\|G(z)\|>\|G(z_0)\|$. Suppose instead that $\|G(z)\|\le M$ on the whole circle, where $M=\|G(z_0)\|$.

The unit ball is compact, so some $u$ with $\|u\|\le 1$ attains $\|G(z_0)u\|=M$. Set $f(z)=G(z)u$. Its components are rational functions of $z$ with denominator $\det(z-H)$, which does not vanish on the disc, so $f$ is analytic there. On the circle,
$$\|f(z)\|\le\|G(z)\|\,\|u\|\le M=\|f(z_0)\|.$$
For each unit vector $a$, the scalar function $\langle a,f(z)\rangle$ is analytic and bounded by $M$ on the circle, hence also inside. Choosing $a$ along $f(z)$ gives $\|f(z)\|\le M$ throughout the disc.

Now write $x=f(z_0)$, so $\|x\|=M$. For $0<\rho<r$ the mean value property gives
$$M^2=\frac1{2\pi}\int_0^{2\pi}\mathrm{Re}\,\langle x,f(z_0+\rho e^{i\theta})\rangle\,d\theta .$$
The integrand is continuous and never exceeds $M^2$, so it equals $M^2$ everywhere. Then
$$\|f(z)-x\|^2=\|f(z)\|^2-2M^2+M^2\le 0,$$
and $f(z)=x$ throughout the open disc.

The same vector $x$ therefore solves the response equation at two energies:
$$(z_0-H)x=u,\qquad (z_0+\tfrac r2-H)x=u.$$
Subtracting gives $\tfrac r2x=0$, so $x=0$, $M=0$ and $G(z_0)=0$. That contradicts $(z_0-H)G(z_0)=1$.

Q: Where does the code establish that "no eigenvalue" means "invertible"?

A: Here. A matrix fails to be invertible exactly when its determinant vanishes, which happens exactly when it sends some nonzero vector to zero. For $z-H$, that vector is an eigenvector.

```lean
/-- The matrix `z - H` is invertible exactly when `z` is not an eigenvalue of `H`. -/
theorem isUnit_iff_not_eigenvalue (H : Matrix n n ℂ) (z : ℂ) :
    IsUnit (z • 1 - H) ↔ ¬ IsEigenvalue H z := by
  have key : ∀ v : n → ℂ, (z • 1 - H).mulVec v = 0 ↔ H.mulVec v = z • v := by
    intro v
    rw [Matrix.sub_mulVec, Matrix.smul_mulVec, Matrix.one_mulVec, sub_eq_zero]
    exact eq_comm
  rw [Matrix.isUnit_iff_isUnit_det, isUnit_iff_ne_zero, ne_eq, not_iff_not,
    ← Matrix.exists_mulVec_eq_zero_iff]
  simp only [key, IsEigenvalue]
```

Q: Your analyticity argument used rational functions. Does the code do the same?

A: No, it uses Mathlib's derivative of the resolvent of an operator. Three lemmas make the connection. The first says that `Φ` carries $z-H$ to $z$ minus the operator of $H$.

```lean
private theorem op_shift (H : Matrix n n ℂ) (z : ℂ) :
    Φ (z • 1 - H) = z • 1 - Φ H := by
  rw [map_sub, map_smul, map_one]
```

The second identifies the non-eigenvalues with Mathlib's resolvent set.

```lean
private theorem mem_resolventSet (H : Matrix n n ℂ) (z : ℂ) :
    z ∈ resolventSet ℂ (Φ H) ↔ ¬ IsEigenvalue H z := by
  rw [← isUnit_iff_not_eigenvalue, spectrum.mem_resolventSet_iff,
    Algebra.algebraMap_eq_smul_one, ← op_shift]
  constructor
  · intro h
    have h' := h.map (Φ).symm
    simpa only [StarAlgEquiv.symm_apply_apply] using h'
  · intro h
    exact h.map Φ
```

The third identifies the operator of `green H z` with Mathlib's `resolvent`. It holds at eigenvalues too, because both inverses are set to zero there; a divergence of $G$ must therefore be read from energies near an eigenvalue, not from the value at it.

```lean
private theorem green_eq_resolvent (H : Matrix n n ℂ) (z : ℂ) :
    Φ (green H z) = resolvent (Φ H) z := by
  unfold resolvent green
  rw [Algebra.algebraMap_eq_smul_one, ← op_shift]
  by_cases h : IsUnit (z • 1 - H)
  · have h1 : Φ (z • 1 - H)⁻¹ * Φ (z • 1 - H) = 1 := by
      rw [← map_mul, Matrix.nonsing_inv_mul _ ((Matrix.isUnit_iff_isUnit_det _).1 h), map_one]
    exact left_inv_eq_right_inv h1 (Ring.mul_inverse_cancel _ (h.map Φ))
  · have h' : ¬ IsUnit (Φ (z • 1 - H)) := by
      intro hu
      apply h
      have h2 := hu.map (Φ).symm
      simpa only [StarAlgEquiv.symm_apply_apply] using h2
    rw [Ring.inverse_non_unit _ h', Matrix.nonsing_inv_apply_not_isUnit _
      (fun hd => h ((Matrix.isUnit_iff_isUnit_det _).2 hd)), map_zero]
```

Differentiability of $G(z)u$ for a fixed source $u$ follows.

```lean
/-- Away from the eigenvalues, the response `G(z) u` to a fixed source `u` is complex
differentiable in `z`. -/
theorem response_differentiableAt {H : Matrix n n ℂ} {z : ℂ} (hz : ¬ IsEigenvalue H z)
    (u : EuclideanSpace ℂ n) : DifferentiableAt ℂ (fun w => Φ (green H w) u) z := by
  simp only [green_eq_resolvent]
  have h := (spectrum.hasDerivAt_resolvent_const_left ((mem_resolventSet H z).2 hz)).differentiableAt
  exact h.clm_apply (differentiableAt_const u)
```

The response equation is the identity $(z-H)G(z)=1$ applied to $u$.

```lean
/-- Away from the eigenvalues, the response `x = G(z) u` solves `z x - H x = u`. -/
theorem response_equation {H : Matrix n n ℂ} {z : ℂ} (hz : ¬ IsEigenvalue H z)
    (u : EuclideanSpace ℂ n) :
    z • Φ (green H z) u - Φ H (Φ (green H z) u) = u := by
  have h1 : (z • 1 - H) * green H z = 1 := Matrix.mul_nonsing_inv _
    ((Matrix.isUnit_iff_isUnit_det _).1 ((isUnit_iff_not_eigenvalue H z).2 hz))
  have h2 : Φ (z • 1 - H) * Φ (green H z) = 1 := by rw [← map_mul, h1, map_one]
  rw [op_shift] at h2
  exact DFunLike.congr_fun h2 u
```

Q: And the optimal source?

A: A continuous function on the compact unit ball has a maximum. To see that this maximum bounds the operator norm, the proof compares $u$ with $x/\|x\|$ for an arbitrary nonzero vector $x$.

```lean
/-- For some source `u` in the unit ball, the length of `A u` is at least the operator norm of `A`.
-/
theorem exists_optimal_source (A : Matrix n n ℂ) :
    ∃ u : EuclideanSpace ℂ n, ‖u‖ ≤ 1 ∧ specNorm A ≤ ‖Φ A u‖ := by
  obtain ⟨u, hu, hmax⟩ := (isCompact_closedBall (0 : EuclideanSpace ℂ n) 1).exists_isMaxOn
    ⟨0, mem_closedBall_self zero_le_one⟩ (Φ A).continuous.norm.continuousOn
  refine ⟨u, mem_closedBall_zero_iff.1 hu, ?_⟩
  refine ContinuousLinearMap.opNorm_le_bound _ (norm_nonneg _) fun x => ?_
  by_cases hx : x = 0
  · simp [hx]
  -- compare `u` with the normalised vector `x / ‖x‖`
  have hpos : 0 < ‖x‖ := norm_pos_iff.2 hx
  have hn : ‖((‖x‖ : ℂ))⁻¹‖ = ‖x‖⁻¹ := by
    rw [norm_inv, Complex.norm_real, norm_norm]
  have hmem : ((‖x‖ : ℂ))⁻¹ • x ∈ closedBall (0 : EuclideanSpace ℂ n) 1 := by
    rw [mem_closedBall_zero_iff, norm_smul, hn, inv_mul_cancel₀ hpos.ne']
  have h : ‖Φ A (((‖x‖ : ℂ))⁻¹ • x)‖ ≤ ‖Φ A u‖ := hmax hmem
  rw [ContinuousLinearMap.map_smul, norm_smul, hn] at h
  calc ‖Φ A x‖ = (‖x‖⁻¹ * ‖Φ A x‖) * ‖x‖ := by field_simp
    _ ≤ ‖Φ A u‖ * ‖x‖ := by gcongr
```

A short lemma adds that a nonzero matrix has positive norm.

```lean
private theorem specNorm_pos {A : Matrix n n ℂ} (hA : A ≠ 0) : 0 < specNorm A :=
  norm_pos_iff.2 fun h => hA (EquivLike.injective Φ (by rw [h, map_zero]))
```

Q: Now read me the main theorem as a physicist would.

A: `[Nonempty n]` says that there is at least one state. `hr` says that the radius is positive, and `hH` that no energy within distance $r$ of `z0` is an eigenvalue, boundary included. The conclusion supplies an energy at distance exactly $r$ where the norm is strictly larger than at the centre.

The proof follows the argument above. `by_contra! hcon` assumes the bound on the circle, `hmax` carries it inside by the maximum principle, and `hconst` makes the response constant. For that step Mathlib uses the strict convexity of the Euclidean norm, where I used the mean value and an inner product. `e1` and `e0` are the two response equations, and `linear_combination` subtracts them.

```lean
/-- Maximum principle for the resolvent norm: if a closed disc contains no eigenvalue of `H`,
the norm of `G` at some point of the bounding circle is strictly larger than at the centre. -/
theorem resolvent_maximum_principle [Nonempty n] (H : Matrix n n ℂ) (z0 : ℂ) {r : ℝ}
    (hr : 0 < r) (hH : ∀ z, ‖z - z0‖ ≤ r → ¬ IsEigenvalue H z) :
    ∃ z, ‖z - z0‖ = r ∧ specNorm (green H z0) < specNorm (green H z) := by
  by_contra! hcon
  obtain ⟨u, hu, hopt⟩ := exists_optimal_source (green H z0)
  have h0 : ¬ IsEigenvalue H z0 := hH z0 (by simpa using hr.le)
  have hd : DiffContOnCl ℂ (fun z => Φ (green H z) u) (ball z0 r) := by
    apply DifferentiableOn.diffContOnCl
    rw [closure_ball _ hr.ne']
    intro z hz
    exact (response_differentiableAt (hH z (mem_closedBall_iff_norm.1 hz))
      u).differentiableWithinAt
  -- the response to the optimal source is largest at the centre
  have hmax : IsMaxOn (norm ∘ fun z => Φ (green H z) u) (ball z0 r) z0 := by
    intro z hz
    refine Complex.norm_le_of_forall_mem_frontier_norm_le isBounded_ball hd
      (fun w hw => ?_) (subset_closure hz)
    rw [frontier_ball _ hr.ne'] at hw
    calc ‖Φ (green H w) u‖ ≤ specNorm (green H w) * ‖u‖ := (Φ (green H w)).le_opNorm u
      _ ≤ specNorm (green H w) := mul_le_of_le_one_right (norm_nonneg _) hu
      _ ≤ specNorm (green H z0) := hcon w (mem_sphere_iff_norm.1 hw)
      _ ≤ ‖Φ (green H z0) u‖ := hopt
  -- hence it is constant, by strict convexity of the Euclidean norm
  have hconst := Complex.eqOn_of_isPreconnected_of_isMaxOn_norm
    (convex_ball z0 r).isPreconnected isOpen_ball hd.differentiableOn (mem_ball_self hr) hmax
  have hdist : ‖(z0 + ((r / 2 : ℝ) : ℂ)) - z0‖ = r / 2 := by
    rw [add_sub_cancel_left, Complex.norm_real, Real.norm_of_nonneg (by positivity)]
  have h1 : Φ (green H (z0 + ((r / 2 : ℝ) : ℂ))) u = Φ (green H z0) u :=
    hconst (mem_ball_iff_norm.2 (by rw [hdist]; linarith))
  -- one vector cannot solve the equation at two energies unless it vanishes
  have e1 := response_equation (hH (z0 + ((r / 2 : ℝ) : ℂ)) (by rw [hdist]; linarith)) u
  have e0 := response_equation h0 u
  rw [h1] at e1
  have hz : ((r / 2 : ℝ) : ℂ) • Φ (green H z0) u = 0 := by
    linear_combination (norm := module) e1 - e0
  have hr2 : ((r / 2 : ℝ) : ℂ) ≠ 0 := Complex.ofReal_ne_zero.2 (by positivity)
  have hw := (smul_eq_zero.1 hz).resolve_left hr2
  have hG : green H z0 ≠ 0 := by
    intro h
    have hm : (z0 • 1 - H) * green H z0 = 1 := Matrix.mul_nonsing_inv _
      ((Matrix.isUnit_iff_isUnit_det _).1 ((isUnit_iff_not_eigenvalue H z0).2 h0))
    rw [h, mul_zero] at hm
    exact zero_ne_one hm
  have hp := specNorm_pos hG
  rw [hw, norm_zero] at hopt
  linarith
```

Q: Check it for one level.

A: If $H$ is the $1\times1$ matrix $h$, then $\|G(z)\|=1/|z-h|$. The point of the circle nearest to $h$ is at distance $|h-z_0|-r>0$ from it, so the norm there is $1/(|h-z_0|-r)$, which exceeds $1/|h-z_0|$. With no states at all, every norm is zero and the strict inequality fails, hence `[Nonempty n]`.

Q: That concerns one disc. I care about peaks.

A: The non-eigenvalues form an open set, so around any of them there is an eigenvalue-free disc as small as you like. Applying the theorem to it gives a nearby non-eigenvalue with a strictly larger norm. This excludes flat maxima as well as sharp ones.

```lean
/-- Arbitrarily close to any point that is not an eigenvalue there is another such point with
a strictly larger resolvent norm. -/
theorem no_peak_off_eigenvalues [Nonempty n] (H : Matrix n n ℂ) {z0 : ℂ}
    (h0 : ¬ IsEigenvalue H z0) {ε : ℝ} (hε : 0 < ε) :
    ∃ z, ‖z - z0‖ < ε ∧ ¬ IsEigenvalue H z ∧
      specNorm (green H z0) < specNorm (green H z) := by
  obtain ⟨δ, hδ, hsub⟩ := Metric.isOpen_iff.1 (spectrum.isOpen_resolventSet (𝕜 := ℂ) (Φ H))
    z0 ((mem_resolventSet H z0).2 h0)
  have hm : 0 < min δ ε := lt_min hδ hε
  have hfree : ∀ z, ‖z - z0‖ ≤ min δ ε / 2 → ¬ IsEigenvalue H z := fun z hz =>
    (mem_resolventSet H z).1 (hsub (mem_ball_iff_norm.2 (by linarith [min_le_left δ ε])))
  obtain ⟨z, hz, hlt⟩ := resolvent_maximum_principle H z0 (half_pos hm) hfree
  exact ⟨z, by linarith [min_le_right δ ε], hfree z hz.le, hlt⟩
```

Q: Yet when I plot the norm along the real axis, I see peaks at energies where a non-Hermitian $H$ has no eigenvalue.

A: There is no conflict. You are scanning a line, and the theorem lets the energy move in the complex plane. At the top of such a peak the norm still rises in some direction off the real axis.

Q: Does the norm really become large at the eigenvalues?

A: Yes. If $Hv=ev$ with $v\ne0$ and $z$ is not an eigenvalue, then $(z-H)v=(z-e)v$, so $G(z)(z-e)v=v$. Taking norms and dividing by $\|v\|$ gives $1\le|z-e|\,\|G(z)\|$. The norm therefore grows at least as fast as the inverse distance to $e$. The lemma is stated as a product, and its proof takes these same steps.

```lean
/-- If `e` is an eigenvalue and `z` is not, the resolvent norm at `z` times the distance from
`z` to `e` is at least one. -/
theorem one_le_dist_mul_specNorm {H : Matrix n n ℂ} {e z : ℂ} (he : IsEigenvalue H e)
    (hz : ¬ IsEigenvalue H z) : 1 ≤ ‖z - e‖ * specNorm (green H z) := by
  obtain ⟨v, hv, hev⟩ := he
  have hm : green H z * (z • 1 - H) = 1 := Matrix.nonsing_inv_mul _
    ((Matrix.isUnit_iff_isUnit_det _).1 ((isUnit_iff_not_eigenvalue H z).2 hz))
  have h1 : (green H z).mulVec ((z - e) • v) = v := by
    have h2 : (z • 1 - H).mulVec v = (z - e) • v := by
      rw [Matrix.sub_mulVec, Matrix.smul_mulVec, Matrix.one_mulVec, hev, sub_smul]
    rw [← h2, Matrix.mulVec_mulVec, hm, Matrix.one_mulVec]
  have h3 : Φ (green H z) ((z - e) • WithLp.toLp 2 v) = WithLp.toLp 2 v := by
    have h4 : Φ (green H z) (WithLp.toLp 2 ((z - e) • v)) =
        WithLp.toLp 2 ((green H z).mulVec ((z - e) • v)) :=
      Matrix.toEuclideanCLM_toLp _ _
    rw [h1] at h4
    exact h4
  have hpos : 0 < ‖(WithLp.toLp 2 v : EuclideanSpace ℂ n)‖ :=
    norm_pos_iff.2 fun h => hv (congrArg WithLp.ofLp h)
  have hb := (Φ (green H z)).le_opNorm ((z - e) • WithLp.toLp 2 v)
  rw [h3, norm_smul] at hb
  refine le_of_mul_le_mul_right ?_ hpos
  unfold specNorm
  linarith
```

Q: What if I allow an eigenvalue inside the disc?

A: Then the conclusion can fail. Take $H=0$, centre $1$ and radius $3$, so that the eigenvalue $0$ lies inside. Here $\|G(z)\|=1/|z|$, which is $1$ at the centre. On the circle $|z|\ge 3-1=2$, so the norm is at most $\tfrac12$. Every point of the circle lies below the centre, and even the weak inequality is lost. The code proves this for the zero matrix of every nonzero size.

```lean
/-- For `H = 0`, the resolvent norm everywhere on the circle of centre `1` and radius `3` is
strictly smaller than at the centre. -/
theorem disc_with_eigenvalue_fails [Nonempty n] {z : ℂ} (hz : ‖z - 1‖ = 3) :
    specNorm (green (0 : Matrix n n ℂ) z) < specNorm (green (0 : Matrix n n ℂ) 1) := by
  have hz2 : 2 ≤ ‖z‖ := by
    have h := norm_sub_le z 1
    rw [hz, norm_one] at h
    linarith
  have hne : z ≠ 0 := norm_pos_iff.1 (by linarith)
  have hg : ∀ w : ℂ, w ≠ 0 → green (0 : Matrix n n ℂ) w = w⁻¹ • 1 := by
    intro w hw
    apply Matrix.inv_eq_right_inv
    rw [sub_zero, smul_mul_smul_comm, mul_inv_cancel₀ hw, one_mul, one_smul]
  have hp : 0 < specNorm (1 : Matrix n n ℂ) := specNorm_pos one_ne_zero
  have hs : specNorm (z⁻¹ • (1 : Matrix n n ℂ)) = ‖z‖⁻¹ * specNorm (1 : Matrix n n ℂ) := by
    unfold specNorm
    rw [map_smul, norm_smul, norm_inv]
  rw [hg z hne, hg 1 one_ne_zero, inv_one, one_smul, hs]
  exact mul_lt_of_lt_one_left hp (inv_lt_one_of_one_lt₀ (by linarith))

end

end ResolventMaximumPrinciple
```

```lean
#print axioms ResolventMaximumPrinciple.resolvent_maximum_principle
#print axioms ResolventMaximumPrinciple.no_peak_off_eigenvalues
#print axioms ResolventMaximumPrinciple.one_le_dist_mul_specNorm
#print axioms ResolventMaximumPrinciple.disc_with_eigenvalue_fails
```

```
'ResolventMaximumPrinciple.resolvent_maximum_principle' depends on axioms: [propext, Classical.choice, Quot.sound]
'ResolventMaximumPrinciple.no_peak_off_eigenvalues' depends on axioms: [propext, Classical.choice, Quot.sound]
'ResolventMaximumPrinciple.one_le_dist_mul_specNorm' depends on axioms: [propext, Classical.choice, Quot.sound]
'ResolventMaximumPrinciple.disc_with_eigenvalue_fails' depends on axioms: [propext, Classical.choice, Quot.sound]
```

Q: Where would I use this, and where must I not?

A: Suppose you map $\|G(z)\|$ over complex energies for a finite, non-interacting model with a fixed matrix $H$. An interior maximum on your grid away from every eigenvalue then reflects the grid spacing or rounding, not a maximum of the function itself. The theorem does not cover infinite-dimensional Hamiltonians or an energy-dependent self-energy. With the latter, the subtraction of the two response equations would leave an extra term.
